# An Energy Curve with Lipschitz Slope Misses the Integer Kink by a Definite Amount

**Q:** Without a lower bound on the error, I could take a smooth curve of energy against electron number, blame its error near an integer on poor fitting, and keep refitting for an accuracy that its curvature rules out. So I see the use of a bound. What I doubt is that a statement about real functions captures the physics. What is being compared?

**A:** Two curves in the electron number N, near a reference number M. Let Em, E0 and Ep be the energies of the systems with M−1, M and M+1 electrons in the same external potential. The exact curve E joins them by straight lines. Its slope is E0 − Em below M and Ep − E0 above, so it jumps at M by

D = (Em − E0) − (E0 − Ep),

the ionization energy minus the electron affinity. The other curve, g, is the approximate total energy. Its derivative g′ is Lipschitz with constant L: the slope changes by at most L per electron. If 0 < D ≤ 2L, then |g − E| reaches at least D²/(16L) somewhere on [M−1, M+1].

**Q:** Show me by hand, before any code.

**A:** Take a step h between 0 and 1. For the exact curve,

E(M+h) + E(M−h) − 2E(M) = (Ep − E0)h − (E0 − Em)h = Dh.

For the smooth curve, consider φ(t) = Lt² − g(M+t) − g(M−t) on [0, 1]. Its derivative is

φ′(t) = 2Lt − [g′(M+t) − g′(M−t)] ≥ 0,

because the two points are 2t apart. Hence φ(h) ≥ φ(0) = −2g(M), which says

g(M+h) + g(M−h) − 2g(M) ≤ Lh².

Now subtract. With e = g − E,

Dh − Lh² ≤ 2e(M) − e(M+h) − e(M−h) ≤ 4 · (largest of the three |e|).

The left side is greatest at h = D/(2L), where it equals D²/(4L). Dividing by 4 gives D²/(16L). The condition D ≤ 2L keeps this step within 1.

**Q:** How do the physical quantities enter the code?

**A:** The three energies are arbitrary real numbers, and `gap` is D.

In Lean 4 with Mathlib:

```lean
import Mathlib

open Set Filter Topology

namespace IntegerKink

noncomputable section

/-- The fundamental gap: ionization energy minus electron affinity, from the energies
`Em`, `E0`, `Ep` of the systems with one electron less, the reference number, and one more. -/
def gap (Em E0 Ep : ℝ) : ℝ := (Em - E0) - (E0 - Ep)
```

The exact curve is a definition:

```lean
/-- The exact energy at electron number `N` between `M - 1` and `M + 1`: straight lines
joining the energies `Em`, `E0`, `Ep` at `M - 1`, `M`, `M + 1`. -/
def ensembleEnergy (Em E0 Ep M N : ℝ) : ℝ :=
  if N ≤ M then E0 + (E0 - Em) * (N - M) else E0 + (Ep - E0) * (N - M)
```

**Q:** So the straight lines are put in by hand.

**A:** Yes. They stand for the zero-temperature ensemble, in which a fractional N is a mixture of the two neighbouring integer systems. That this mixture has the lowest energy is physics assumed here, not derived. `M` may be any real number. With M = 1 you get every continuous curve that is linear on [0, 1] and on [1, 2].

The smoothness of g is the other assumption:

```lean
/-- On `[M - 1, M + 1]` the energy curve `g` has derivative `g'`, and `g'` is Lipschitz
with constant `L`. -/
def LipschitzSlope (g g' : ℝ → ℝ) (L M : ℝ) : Prop :=
  (∀ N ∈ Icc (M - 1) (M + 1), HasDerivAt g (g' N) N) ∧
    ∀ x ∈ Icc (M - 1) (M + 1), ∀ y ∈ Icc (M - 1) (M + 1), |g' x - g' y| ≤ L * |x - y|
```

`HasDerivAt` is two-sided even at the end points, so a curve known only on the interval must first be continued a little, for instance along its end tangents.

**Q:** Here is my main objection. A density functional can be smooth while its energy curve is not. In a Kohn–Sham calculation the frontier orbital may change at M, and the slope jumps.

**A:** Then `LipschitzSlope` fails and the theorem is silent. It concerns the curve g(N), not the formula for the functional. The natural setting is a spin-restricted calculation in which one spatial orbital fills from zero to two electrons, with M in the middle. Even there the hypothesis needs a look: for a density of fixed shape, local exchange scales as N^(4/3), and the slope of that is not Lipschitz at N = 0.

**Q:** Granted. Where is the second difference of the exact curve?

**A:** Here. `split_ifs` asks on which branch M+h lies. It can lie on the lower one only if h = 0, and then both sides vanish.

```lean
/-- The symmetric second difference of the exact energy about `M` is the gap times the
step `h ≥ 0`. -/
theorem ensemble_second_difference (Em E0 Ep M : ℝ) {h : ℝ} (h0 : 0 ≤ h) :
    ensembleEnergy Em E0 Ep M (M + h) + ensembleEnergy Em E0 Ep M (M - h)
      - 2 * ensembleEnergy Em E0 Ep M M = gap Em E0 Ep * h := by
  unfold ensembleEnergy gap
  rw [if_pos (show M - h ≤ M by linarith), if_pos (le_refl M)]
  split_ifs with hc
  · have hz : h = 0 := by linarith
    subst hz
    ring
  · ring
```

The smooth curve takes more work:

```lean
/-- For a curve with `L`-Lipschitz slope the symmetric second difference about `M` is at
most `L h ^ 2`, for steps `h` between 0 and 1. -/
theorem smooth_second_difference {g g' : ℝ → ℝ} {L M h : ℝ} (hg : LipschitzSlope g g' L M)
    (h0 : 0 ≤ h) (h1 : h ≤ 1) : g (M + h) + g (M - h) - 2 * g M ≤ L * h ^ 2 := by
  have hd : ∀ t ∈ Icc (0 : ℝ) 1, HasDerivAt (fun t => L * t ^ 2 - g (M + t) - g (M - t))
      (L * (2 * t) - g' (M + t) - -g' (M - t)) t := by
    intro t ht
    have hp := (hg.1 (M + t) ⟨by linarith [ht.1], by linarith [ht.2]⟩).comp_const_add M t
    have hm := (hg.1 (M - t) ⟨by linarith [ht.2], by linarith [ht.1]⟩).comp_const_sub M t
    have hq : HasDerivAt (fun t : ℝ => t ^ 2) (2 * t) t := by
      simpa using hasDerivAt_pow 2 t
    exact ((hq.const_mul L).fun_sub hp).fun_sub hm
  -- the Lipschitz bound makes this auxiliary function increase with the step
  have hmono : MonotoneOn (fun t => L * t ^ 2 - g (M + t) - g (M - t)) (Icc 0 1) := by
    apply monotoneOn_of_deriv_nonneg (convex_Icc 0 1)
    · exact fun t ht => (hd t ht).continuousAt.continuousWithinAt
    · exact fun t ht => (hd t (interior_subset ht)).differentiableAt.differentiableWithinAt
    · intro t ht
      have ht' := interior_subset ht
      rw [(hd t ht').deriv]
      have hl := hg.2 (M + t) ⟨by linarith [ht'.1], by linarith [ht'.2]⟩
        (M - t) ⟨by linarith [ht'.2], by linarith [ht'.1]⟩
      rw [show M + t - (M - t) = 2 * t by ring,
        abs_of_nonneg (show 0 ≤ 2 * t by linarith [ht'.1])] at hl
      linarith [le_abs_self (g' (M + t) - g' (M - t))]
  have hfin := hmono ⟨le_refl 0, zero_le_one⟩ ⟨h0, h1⟩ h0
  simp only [add_zero, sub_zero] at hfin
  linarith
```

**Q:** I would have integrated g′. Why is there no integral?

**A:** `monotoneOn_of_deriv_nonneg` makes it unnecessary. This Mathlib theorem takes a function on a convex set of reals that is continuous there, differentiable in the interior and has a nonnegative derivative in the interior, and returns that the function is monotone on the whole set. Applied to φ on [0, 1], it leaves three goals, one for each `·`. The first two follow from `hd`, which computes φ′ by the chain rule. In the third, `(hd t ht').deriv` replaces the abstract `deriv` by that formula, and the Lipschitz bound at M+t and M−t makes it nonnegative. Evaluating the monotonicity at 0 and h gives the inequality.

**Q:** And the comparison?

**A:** It runs by contradiction. If the error were below the bound everywhere, it would be so at M−h, M and M+h, and `linarith` combines those three inequalities with the two second differences.

```lean
/-- For each step `h` between 0 and 1, a curve with `L`-Lipschitz slope has somewhere on
`[M - 1, M + 1]` an error of at least a quarter of `gap * h - L * h ^ 2`. -/
theorem error_at_step {g g' : ℝ → ℝ} {L M h : ℝ} (Em E0 Ep : ℝ)
    (hg : LipschitzSlope g g' L M) (h0 : 0 ≤ h) (h1 : h ≤ 1) :
    ∃ N ∈ Icc (M - 1) (M + 1),
      (gap Em E0 Ep * h - L * h ^ 2) / 4 ≤ |g N - ensembleEnergy Em E0 Ep M N| := by
  by_contra hcon
  push Not at hcon
  -- compare the two second differences at M - h, M, M + h
  have hp := abs_lt.mp (hcon (M + h) ⟨by linarith, by linarith⟩)
  have hm := abs_lt.mp (hcon (M - h) ⟨by linarith, by linarith⟩)
  have hc := abs_lt.mp (hcon M ⟨by linarith, by linarith⟩)
  linarith [hp.1, hm.1, hc.2, ensemble_second_difference Em E0 Ep M h0,
    smooth_second_difference hg h0 h1]
```

The main theorem inserts h = D/(2L). `div_le_one` turns D ≤ 2L into h ≤ 1, and `field_simp` with `ring` simplifies the value.

```lean
/-- Energy curves with Lipschitz slope miss the integer kink: if the slope of `g` is `L`-Lipschitz
and the gap is positive and at most `2 L`, then somewhere on `[M - 1, M + 1]` the error of `g` is at
least `gap ^ 2 / (16 L)`. -/
theorem smooth_misses_kink {g g' : ℝ → ℝ} {L M Em E0 Ep : ℝ}
    (hg : LipschitzSlope g g' L M) (hD : 0 < gap Em E0 Ep) (hDL : gap Em E0 Ep ≤ 2 * L) :
    ∃ N ∈ Icc (M - 1) (M + 1),
      gap Em E0 Ep ^ 2 / (16 * L) ≤ |g N - ensembleEnergy Em E0 Ep M N| := by
  have hL : 0 < L := by linarith
  -- the optimal step is gap / (2 L)
  obtain ⟨N, hN, hb⟩ := error_at_step (h := gap Em E0 Ep / (2 * L)) Em E0 Ep hg
    (by positivity) ((div_le_one (by positivity)).mpr hDL)
  refine ⟨N, hN, le_trans (le_of_eq ?_) hb⟩
  field_simp
  ring
```

**Q:** Is the restriction on D only a convenience?

**A:** Some restriction is needed. A straight line with slope (Ep − Em)/2 and value E0 + D/4 at M has error at most D/4 on the interval, and its slope is L-Lipschitz for every L > 0. When D > 4L, that error is smaller than D²/(16L).

**Q:** What does this look like in an actual calculation?

**A:** You fix the geometry, set the frontier occupation so that N is M−h, M and M+h in turn, converge three total energies and form their second difference. Take D = 8 eV and L = 8 eV per electron squared as illustrative values. The best step is h = 1/2. The exact second difference is 4 eV, while the smooth curve gives at most 2 eV. The missing 2 eV is shared among three errors with weights 1, 2 and 1, so at least one of the energies is wrong by 0.5 eV or more. This matters for fragments of stretched molecules that carry fractional charge, as far as each fragment is described by such a one-variable curve.

**Q:** Can I turn it round and ask what curvature a target accuracy requires?

**A:** Yes, if the uniform error ε is at most D/8. The full step h = 1 gives (D − L)/4 ≤ ε ≤ D/8, hence D ≤ 2L. The main theorem then applies and yields D² ≤ 16Lε. Halving the tolerated error doubles the required L.

```lean
/-- If the slope of `g` is `L`-Lipschitz and its error on `[M - 1, M + 1]` is at most `ε`,
with `ε` no larger than an eighth of the positive gap, then `gap ^ 2 ≤ 16 L ε`. -/
theorem curvature_needed {g g' : ℝ → ℝ} {L M Em E0 Ep ε : ℝ}
    (hg : LipschitzSlope g g' L M) (hD : 0 < gap Em E0 Ep) (hε : ε ≤ gap Em E0 Ep / 8)
    (herr : ∀ N ∈ Icc (M - 1) (M + 1), |g N - ensembleEnergy Em E0 Ep M N| ≤ ε) :
    gap Em E0 Ep ^ 2 ≤ 16 * L * ε := by
  -- the full step h = 1 shows that the gap is at most 2 L
  obtain ⟨N, hN, hb⟩ := error_at_step (h := 1) Em E0 Ep hg zero_le_one le_rfl
  have hDL : gap Em E0 Ep ≤ 2 * L := by linarith [herr N hN]
  obtain ⟨K, hK, hk⟩ := smooth_misses_kink hg hD hDL
  have hfin := (div_le_iff₀ (show 0 < 16 * L by linarith)).mp (hk.trans (herr K hK))
  linarith
```

**Q:** Perhaps a cleverer argument would improve the 16.

**A:** No, because an explicit curve stays within the bound. Let w = D/(2L), called `kinkWidth`. Within w of M the curve is a parabola of curvature L; beyond that it continues in straight lines.

```lean
/-- Half-width `gap / (2 L)` of the region in which the kink is rounded, for `L > 0` and a
nonnegative gap. -/
def kinkWidth (Em E0 Ep L : ℝ) : ℝ := gap Em E0 Ep / (2 * L)

/-- The rounded energy curve, for `L > 0` and a nonnegative gap: a parabola of curvature `L`
within `kinkWidth` of `M`, continued by straight lines. -/
def roundedEnergy (Em E0 Ep L M N : ℝ) : ℝ :=
  (E0 + L * kinkWidth Em E0 Ep L ^ 2 / 4) + ((Ep - Em) / 2 * (N - M) +
    L / 2 * ((N - M) ^ 2 - max (N - (M + kinkWidth Em E0 Ep L)) 0 ^ 2
      - max (M - kinkWidth Em E0 Ep L - N) 0 ^ 2))
```

The squared ramps, max(x, 0)², remove the parabola's growth outside the rounded region. Inside, at distance u = |N − M| ≤ w, the error is

L[(u − w)²/2 − w²/4].

It falls from +Lw²/4 at M to −Lw²/4 at u = w, and keeps that value further out. Since Lw²/4 = D²/(16L), the lower bound is attained whenever 0 < D ≤ 2L.

**Q:** The ramp has a corner. Is its square differentiable there?

**A:** It is, with derivative 2 max(x, 0). The remainder of the linear approximation at x is at most (y − x)², which is small compared with y − x. The proof checks this in the four sign cases of x and y.

```lean
/-- The squared ramp `max x 0 ^ 2` has derivative `2 * max x 0` everywhere. -/
theorem hasDerivAt_ramp_sq (x : ℝ) :
    HasDerivAt (fun y : ℝ => max y 0 ^ 2) (2 * max x 0) x := by
  rw [hasDerivAt_iff_isLittleO]
  -- the remainder of the linear approximation is at most (y - x) ^ 2
  refine (Asymptotics.IsBigO.of_bound 1 (Eventually.of_forall fun y => ?_)).trans_isLittleO
    (Asymptotics.isLittleO_pow_sub_sub x (m := 2) one_lt_two)
  simp only [one_mul, Real.norm_eq_abs, sq_abs, abs_pow, smul_eq_mul]
  rw [abs_le]
  rcases le_total x 0 with hx | hx <;> rcases le_total y 0 with hy | hy <;>
    simp only [hx, hy, max_eq_left, max_eq_right] <;> constructor <;>
    nlinarith [sq_nonneg (y - x), sq_nonneg x, sq_nonneg y, mul_nonneg_of_nonpos_of_nonpos
      (sub_nonpos.mpr (min_le_left x y)) (sub_nonpos.mpr (min_le_left x y))]
```

The slope of the rounded curve is then (Ep − Em)/2 plus L times the displacement N − M, cut off at −w and w. Cutting off never increases the distance between two numbers, which is the inequality `key`, so the slope is L-Lipschitz.

```lean
/-- For `L > 0` and a positive gap, the slope of the rounded energy curve is
`L`-Lipschitz. -/
theorem rounded_lipschitzSlope {Em E0 Ep L : ℝ} (M : ℝ) (hL : 0 < L)
    (hD : 0 < gap Em E0 Ep) :
    LipschitzSlope (roundedEnergy Em E0 Ep L M)
      (fun N => (Ep - Em) / 2 + L * (N - M - max (N - (M + kinkWidth Em E0 Ep L)) 0
        + max (M - kinkWidth Em E0 Ep L - N) 0)) L M := by
  have hw : 0 < kinkWidth Em E0 Ep L := by unfold kinkWidth; positivity
  unfold LipschitzSlope roundedEnergy
  set w := kinkWidth Em E0 Ep L
  constructor
  · intro N _
    have hlin := (hasDerivAt_id' N).sub_const M
    have hsq : HasDerivAt (fun N : ℝ => (N - M) ^ 2) (2 * (N - M)) N := by
      simpa using hlin.fun_pow 2
    have hr := (hasDerivAt_ramp_sq (N - (M + w))).comp_sub_const N (M + w)
    have hl := (hasDerivAt_ramp_sq (M - w - N)).comp_const_sub (M - w) N
    exact (((hlin.const_mul ((Ep - Em) / 2)).fun_add
      (((hsq.fun_sub hr).fun_sub hl).const_mul (L / 2))).const_add
        (E0 + L * w ^ 2 / 4)).congr_deriv (by ring)
  · intro x _ y _
    -- the slope is L times the displacement cut off at -w and w
    have key : |(x - M - max (x - (M + w)) 0 + max (M - w - x) 0)
        - (y - M - max (y - (M + w)) 0 + max (M - w - y) 0)| ≤ |x - y| := by
      have ha := le_abs_self (x - y)
      have hb := neg_abs_le (x - y)
      simp only [max_def]
      split_ifs <;> rw [abs_le] <;> constructor <;> linarith
    calc _ = |L * ((x - M - max (x - (M + w)) 0 + max (M - w - x) 0)
        - (y - M - max (y - (M + w)) 0 + max (M - w - y) 0))| := by congr 1; ring
      _ ≤ L * |x - y| := by
        rw [abs_mul, abs_of_pos hL]
        exact mul_le_mul_of_nonneg_left key hL.le
```

The last theorem bounds the error. `inside` handles the parabola and `outside` the constant offset; the case distinctions choose the side of M and the region, and `linear_combination` uses D = 2Lw to match the expressions.

```lean
/-- For `L > 0` and a positive gap, the error of the rounded energy curve on
`[M - 1, M + 1]` is nowhere larger than `gap ^ 2 / (16 L)`. -/
theorem rounded_error_le {Em E0 Ep L : ℝ} (M : ℝ) (hL : 0 < L) (hD : 0 < gap Em E0 Ep) :
    ∀ N ∈ Icc (M - 1) (M + 1), |roundedEnergy Em E0 Ep L M N - ensembleEnergy Em E0 Ep M N|
      ≤ gap Em E0 Ep ^ 2 / (16 * L) := by
  intro N _
  have hw : 0 < kinkWidth Em E0 Ep L := by unfold kinkWidth; positivity
  have hg : gap Em E0 Ep = 2 * L * kinkWidth Em E0 Ep L := by
    unfold kinkWidth; field_simp
  have hb : gap Em E0 Ep ^ 2 / (16 * L) = L * kinkWidth Em E0 Ep L ^ 2 / 4 := by
    rw [hg]; field_simp; ring
  rw [hb]
  unfold gap at hg
  unfold roundedEnergy ensembleEnergy
  set w := kinkWidth Em E0 Ep L
  -- error inside the rounded region, at distance u from M, and outside it
  have inside : ∀ u, 0 ≤ u → u ≤ w → |L * ((u - w) ^ 2 / 2 - w ^ 2 / 4)| ≤ L * w ^ 2 / 4 := by
    intro u hu huw
    rw [abs_le]
    constructor
    · nlinarith [mul_nonneg hL.le (sq_nonneg (u - w))]
    · nlinarith [mul_nonneg hL.le (mul_nonneg hu (show 0 ≤ 2 * w - u by linarith))]
  have outside : |-(L * w ^ 2 / 4)| ≤ L * w ^ 2 / 4 := by
    rw [abs_neg, abs_of_nonneg (by positivity)]
  by_cases h : N ≤ M
  · rw [if_pos h, max_eq_right (show N - (M + w) ≤ 0 by linarith)]
    rcases le_total (M - N) w with hu | hu
    · rw [max_eq_right (show M - w - N ≤ 0 by linarith)]
      convert inside (M - N) (by linarith) hu using 2
      linear_combination ((N - M) / 2) * hg
    · rw [max_eq_left (show 0 ≤ M - w - N by linarith)]
      convert outside using 2
      linear_combination ((N - M) / 2) * hg
  · rw [if_neg h, max_eq_right (show M - w - N ≤ 0 by linarith)]
    rcases le_total (N - M) w with hu | hu
    · rw [max_eq_right (show N - (M + w) ≤ 0 by linarith)]
      convert inside (N - M) (by linarith) hu using 2
      linear_combination (-(N - M) / 2) * hg
    · rw [max_eq_left (show 0 ≤ N - (M + w) by linarith)]
      convert outside using 2
      linear_combination (-(N - M) / 2) * hg

end

end IntegerKink
```

**Q:** Then my objection moves from the theorem to its hypothesis: I have to know that my g(N) has a Lipschitz slope, and with what L.

**A:** That is where the physics of a particular functional comes in.

```lean
#print axioms IntegerKink.smooth_misses_kink
#print axioms IntegerKink.curvature_needed
#print axioms IntegerKink.rounded_lipschitzSlope
#print axioms IntegerKink.rounded_error_le
```

```
'IntegerKink.smooth_misses_kink' depends on axioms: [propext, Classical.choice, Quot.sound]
'IntegerKink.curvature_needed' depends on axioms: [propext, Classical.choice, Quot.sound]
'IntegerKink.rounded_lipschitzSlope' depends on axioms: [propext, Classical.choice, Quot.sound]
'IntegerKink.rounded_error_le' depends on axioms: [propext, Classical.choice, Quot.sound]
```
